# Hermitian idempotent generalized density matrices: pairing relations and occupations in [0,1]

If I choose a normal density $\rho$ and a pairing tensor $\kappa$ independently, nothing stops a spin orbital from having occupation $1.2$, which the Pauli principle forbids. Even with sensible occupations, the pair may not describe any quasiparticle vacuum. In Hartree–Fock–Bogoliubov (HFB) theory the two are tied together by requiring that

$$
R=\begin{pmatrix}\rho & \kappa\\ -\kappa^* & 1-\rho^*\end{pmatrix}
$$

be Hermitian and idempotent, where the star means entrywise complex conjugation. I understand that this makes $\kappa$ antisymmetric, gives $\rho-\rho^2=\kappa\kappa^\dagger$ and $\rho\kappa=\kappa\rho^*$, and confines the eigenvalues of $\rho$ to $[0,1]$. Can this be derived with every conjugate and sign accounted for, and checked by machine?

## Two block comparisons and one norm

Yes. Start with Hermiticity. The adjoint is

$$
R^\dagger=\begin{pmatrix}\rho^\dagger & -\kappa^T\\ \kappa^\dagger & 1-\rho^T\end{pmatrix}.
$$

The upper blocks of $R^\dagger=R$ say $\rho^\dagger=\rho$ and $\kappa^T=-\kappa$. The lower blocks say $\kappa^\dagger=-\kappa^*$ and $\rho^T=\rho^*$, which are the same two conditions again.

Next, compare the upper blocks of $R^2=R$:

$$
\rho^2-\kappa\kappa^*=\rho,\qquad \rho\kappa+\kappa(1-\rho^*)=\kappa .
$$

Since $\kappa^*=-\kappa^\dagger$, the first becomes $\rho-\rho^2=\kappa\kappa^\dagger$. Cancelling $\kappa$ in the second leaves $\rho\kappa=\kappa\rho^*$. The lower blocks reduce to

$$
\rho^*\kappa^*=\kappa^*\rho,\qquad \rho^*-(\rho^*)^2=-\kappa^*\kappa ,
$$

which are the complex conjugates of the upper relations. The conditions on $\rho$ and $\kappa$ are therefore equivalent to those on $R$.

Now let $\rho v=pv$ with $v\neq0$. Hermiticity gives

$$
p^*\,v^\dagger v=(\rho v)^\dagger v=v^\dagger\rho v=p\,v^\dagger v,
$$

so $p$ is real. The first quadratic relation then gives

$$
0\le\|\kappa^\dagger v\|^2=v^\dagger\kappa\kappa^\dagger v=v^\dagger(\rho-\rho^2)v=p(1-p)\|v\|^2 .
$$

Hence $p(1-p)\ge0$, which means $0\le p\le1$.

## Fractional occupations come with a partner

Set $w=\kappa v^*$. The second quadratic relation and the reality of $p$ give

$$
\rho w=\kappa\rho^*v^*=\kappa(\rho v)^*=p\,w .
$$

Antisymmetry gives $v^\dagger w=\sum_{ij}v_i^*\kappa_{ij}v_j^*=0$. Because $\kappa^\dagger v=-w^*$, we also have $\|w\|^2=p(1-p)\|v\|^2$, so $w\neq0$ whenever $p$ is neither $0$ nor $1$. For a unit vector $v$, the normalised partner is $w/\sqrt{p(1-p)}$. This resembles a Kramers pair, but no time-reversal symmetry has been assumed: the pairing tensor supplies the antilinear map $v\mapsto\kappa v^*$.

## Two orbitals with occupation 0.64

Take real amplitudes $u=0.6$ and $v=0.8$ (here $v$ is a number), so that $u^2+v^2=1$, and

$$
\rho=\begin{pmatrix}0.64&0\\0&0.64\end{pmatrix},\qquad
\kappa=\begin{pmatrix}0&0.48\\-0.48&0\end{pmatrix}.
$$

Then $\rho-\rho^2=0.64\times0.36\;I=0.2304\,I$, and $\kappa\kappa^\dagger=0.48^2\,I=0.2304\,I$. The relation $\rho\kappa=\kappa\rho^*$ holds because $\rho$ is a real multiple of the identity. The partner of the first orbital is $(0,-0.48)$, or $(0,-1)$ after normalisation. With occupation $1.2$ instead, $\rho-\rho^2$ would be $-0.24\,I$, which no $\kappa\kappa^\dagger$ can equal.

## The Lean file

```lean
import Mathlib

open Matrix

namespace GeneralizedDensityMatrix

variable {n : Type*} [Fintype n] [DecidableEq n]

/-- The generalized density matrix with normal density `ρ` and pairing tensor `κ`. -/
def genDensity (ρ κ : Matrix n n ℂ) : Matrix (n ⊕ n) (n ⊕ n) ℂ :=
  fromBlocks ρ κ (-κ.map star) (1 - ρ.map star)

omit [DecidableEq n] in
/-- The complex conjugate of a product of matrices is the product of the conjugates. -/
lemma conj_mul (A B : Matrix n n ℂ) : (A * B).map star = A.map star * B.map star := by
  ext i j
  simp [Matrix.mul_apply]

omit [DecidableEq n] in
/-- Conjugating a matrix and a vector conjugates the result of the matrix acting on the vector. -/
lemma conj_mulVec (A : Matrix n n ℂ) (v : n → ℂ) :
    A.map star *ᵥ star v = star (A *ᵥ v) := by
  ext i
  simp [Matrix.mulVec, dotProduct]

omit [Fintype n] [DecidableEq n] in
/-- The adjoint of an antisymmetric pairing tensor is minus its complex conjugate. -/
lemma adjoint_of_antisymm {κ : Matrix n n ℂ} (h : κᵀ = -κ) : κᴴ = -κ.map star := by
  ext i j
  have h' : κ j i = -κ i j := congrFun (congrFun h i) j
  simp [h']

/-- Conjugating the generalized density matrix `R` entrywise and then exchanging particles and holes
gives `1 - R`. -/
theorem particle_hole_symmetry (ρ κ : Matrix n n ℂ) :
    fromBlocks 0 1 1 0 * (genDensity ρ κ).map star * fromBlocks 0 1 1 0
      + genDensity ρ κ = 1 := by
  have hP : (1 - ρ.map star).map star = 1 - ρ := by
    ext i j
    by_cases h : i = j <;> simp [h]
  have hK : (-κ.map star).map star = -κ := by
    ext i j
    simp
  rw [genDensity, fromBlocks_map, hP, hK, fromBlocks_multiply, fromBlocks_multiply,
    fromBlocks_add, ← fromBlocks_one, fromBlocks_inj]
  refine ⟨?_, ?_, ?_, ?_⟩ <;> simp

omit [Fintype n] in
/-- The generalized density matrix is Hermitian exactly when the normal density is Hermitian
and the pairing tensor is antisymmetric. -/
theorem hermitian_iff (ρ κ : Matrix n n ℂ) :
    (genDensity ρ κ).IsHermitian ↔ ρ.IsHermitian ∧ κᵀ = -κ := by
  rw [genDensity, Matrix.IsHermitian, fromBlocks_conjTranspose, fromBlocks_inj]
  constructor
  · rintro ⟨h1, h2, -, -⟩
    refine ⟨h1, ?_⟩
    ext i j
    have h : -κ i j = κ j i := by simpa using congrFun (congrFun h2 j) i
    exact h.symm
  · rintro ⟨h1, hk⟩
    refine ⟨h1, ?_, adjoint_of_antisymm hk, ?_⟩
    · rw [← adjoint_of_antisymm hk, conjTranspose_conjTranspose]
    · rw [conjTranspose_sub, conjTranspose_one]
      congr 1
      ext i j
      exact congrArg star (congrFun (congrFun h1 i) j)

/-- The generalized density matrix is a Hermitian projector exactly when `ρ` is Hermitian, `κ` is
antisymmetric, `ρ - ρ² = κκ†` and `ρκ = κρ*`. -/
theorem projector_iff (ρ κ : Matrix n n ℂ) :
    ((genDensity ρ κ).IsHermitian ∧ genDensity ρ κ * genDensity ρ κ = genDensity ρ κ) ↔
      ρ.IsHermitian ∧ κᵀ = -κ ∧ ρ - ρ * ρ = κ * κᴴ ∧ ρ * κ = κ * ρ.map star := by
  rw [hermitian_iff, and_assoc]
  refine and_congr_right fun _ => and_congr_right fun hk => ?_
  have hK := adjoint_of_antisymm hk
  rw [genDensity, fromBlocks_multiply, fromBlocks_inj]
  constructor
  · -- the upper two blocks carry the two relations
    rintro ⟨e1, e2, -, -⟩
    rw [← hK] at e1
    refine ⟨sub_eq_iff_eq_add'.mpr e1.symm, sub_eq_zero.mp ?_⟩
    calc ρ * κ - κ * ρ.map star = (ρ * κ + κ * (1 - ρ.map star)) - κ := by noncomm_ring
      _ = 0 := by rw [e2, sub_self]
  · rintro ⟨h3, h4⟩
    have hKK : (κ.map star).map star = κ := by ext i j; simp
    have hPP : (ρ.map star).map star = ρ := by ext i j; simp
    -- the lower two blocks follow by complex conjugation
    have c4 : ρ.map star * κ.map star = κ.map star * ρ := by
      rw [← conj_mul, h4, conj_mul, hPP]
    have c3 : ρ.map star - ρ.map star * ρ.map star = -(κ.map star * κ) := by
      have a1 : (ρ - ρ * ρ).map star = ρ.map star - (ρ * ρ).map star := by
        ext i j
        exact star_sub (ρ i j) ((ρ * ρ) i j)
      have a2 : (-(κ * κ.map star)).map star = -((κ * κ.map star).map star) := by
        ext i j
        exact star_neg ((κ * κ.map star) i j)
      rw [← conj_mul, ← a1, h3, hK, mul_neg, a2, conj_mul, hKK]
    refine ⟨?_, ?_, ?_, ?_⟩
    · rw [← hK, ← h3]; abel
    · rw [mul_sub, mul_one, h4]; abel
    · rw [sub_mul, one_mul, mul_neg, c4, neg_mul]; abel
    · rw [neg_mul, ← c3]; noncomm_ring

omit [DecidableEq n] in
/-- If `ρ - ρ² = κκ†` and `ρv = pv`, then `κκ†v = p(1 - p)v`. -/
lemma pairing_mulVec {ρ κ : Matrix n n ℂ} (h : ρ - ρ * ρ = κ * κᴴ) {p : ℂ} {v : n → ℂ}
    (hv : ρ *ᵥ v = p • v) : (κ * κᴴ) *ᵥ v = (p * (1 - p)) • v := by
  rw [← h, sub_mulVec, ← mulVec_mulVec, hv, mulVec_smul, hv]
  module

omit [DecidableEq n] in
/-- The inner product of a vector with itself is the sum of its squared moduli. -/
lemma star_dot_self (v : n → ℂ) :
    star v ⬝ᵥ v = ((∑ i, Complex.normSq (v i) : ℝ) : ℂ) := by
  rw [Complex.ofReal_sum]
  exact Finset.sum_congr rfl fun i _ => Complex.normSq_eq_conj_mul_self.symm

omit [DecidableEq n] in
/-- If `ρ` is Hermitian and `ρ - ρ² = κκ†`, every eigenvalue of `ρ` is real and lies
between zero and one. -/
theorem occupation_mem {ρ κ : Matrix n n ℂ} (hρ : ρ.IsHermitian) (h : ρ - ρ * ρ = κ * κᴴ)
    {p : ℂ} {v : n → ℂ} (hv0 : v ≠ 0) (hv : ρ *ᵥ v = p • v) :
    ∃ x : ℝ, p = x ∧ 0 ≤ x ∧ x ≤ 1 := by
  have hpos : 0 < ∑ i, Complex.normSq (v i) := by
    obtain ⟨i, hi⟩ := Function.ne_iff.mp hv0
    exact Finset.sum_pos' (fun j _ => Complex.normSq_nonneg _)
      ⟨i, Finset.mem_univ i, Complex.normSq_pos.mpr hi⟩
  -- Hermiticity makes the eigenvalue real
  have hs : star (ρ *ᵥ v) ⬝ᵥ v = star v ⬝ᵥ (ρ *ᵥ v) := by
    rw [star_mulVec, hρ.eq, dotProduct_mulVec]
  rw [hv, star_smul, smul_dotProduct, dotProduct_smul, star_dot_self, smul_eq_mul,
    smul_eq_mul] at hs
  have hp : star p = p := mul_right_cancel₀ (Complex.ofReal_ne_zero.mpr hpos.ne') hs
  obtain ⟨x, rfl⟩ := Complex.conj_eq_iff_real.mp hp
  -- the squared norm of `κ† v` equals `x (1 - x)` times that of `v`
  have hw : star (κᴴ *ᵥ v) ⬝ᵥ (κᴴ *ᵥ v) = ((x : ℂ) * (1 - x)) * (star v ⬝ᵥ v) := by
    rw [star_mulVec, conjTranspose_conjTranspose, ← dotProduct_mulVec, mulVec_mulVec,
      pairing_mulVec h hv, dotProduct_smul, smul_eq_mul]
  rw [star_dot_self, star_dot_self] at hw
  have hr : ∑ i, Complex.normSq ((κᴴ *ᵥ v) i)
      = (x * (1 - x)) * ∑ i, Complex.normSq (v i) := by exact_mod_cast hw
  have hn : 0 ≤ ∑ i, Complex.normSq ((κᴴ *ᵥ v) i) :=
    Finset.sum_nonneg fun i _ => Complex.normSq_nonneg _
  have hx : 0 ≤ x * (1 - x) := by
    by_contra hneg
    have := mul_neg_of_neg_of_pos (lt_of_not_ge hneg) hpos
    linarith
  exact ⟨x, rfl, by nlinarith [sq_nonneg x], by nlinarith [sq_nonneg (1 - x)]⟩

/-- For a Hermitian idempotent generalized density matrix, `κ` is antisymmetric, `ρ - ρ² = κκ†`,
`ρκ = κρ*`, and every eigenvalue of `ρ` is a real number in `[0,1]`. -/
theorem generalized_density_relations (ρ κ : Matrix n n ℂ)
    (hH : (genDensity ρ κ).IsHermitian)
    (hI : genDensity ρ κ * genDensity ρ κ = genDensity ρ κ) :
    κᵀ = -κ ∧ ρ - ρ * ρ = κ * κᴴ ∧ ρ * κ = κ * ρ.map star ∧
      ∀ (p : ℂ) (v : n → ℂ), v ≠ 0 → ρ *ᵥ v = p • v → ∃ x : ℝ, p = x ∧ 0 ≤ x ∧ x ≤ 1 := by
  obtain ⟨h1, h2, h3, h4⟩ := (projector_iff ρ κ).mp ⟨hH, hI⟩
  exact ⟨h2, h3, h4, fun p v hv0 hv => occupation_mem h1 h3 hv0 hv⟩

/-- For a Hermitian idempotent generalized density matrix, an eigenvector `v` of `ρ` whose
occupation `p` is neither zero nor one has a partner `κv*`: a nonzero eigenvector of `ρ` with the
same occupation, orthogonal to `v`. -/
theorem paired_partner (ρ κ : Matrix n n ℂ) (hH : (genDensity ρ κ).IsHermitian)
    (hI : genDensity ρ κ * genDensity ρ κ = genDensity ρ κ) {p : ℂ} {v : n → ℂ}
    (hv0 : v ≠ 0) (hv : ρ *ᵥ v = p • v) (hp0 : p ≠ 0) (hp1 : p ≠ 1) :
    κ *ᵥ star v ≠ 0 ∧ ρ *ᵥ (κ *ᵥ star v) = p • (κ *ᵥ star v) ∧
      star v ⬝ᵥ (κ *ᵥ star v) = 0 := by
  obtain ⟨h1, h2, h3, h4⟩ := (projector_iff ρ κ).mp ⟨hH, hI⟩
  refine ⟨fun hw => ?_, ?_, ?_⟩
  · -- a vanishing partner would force `p (1 - p) = 0`
    have hz : κᴴ *ᵥ v = 0 := by
      have hc := conj_mulVec κ (star v)
      rw [star_star, hw, star_zero] at hc
      rw [adjoint_of_antisymm h2, neg_mulVec, hc, neg_zero]
    have hq := pairing_mulVec h3 hv
    rw [← mulVec_mulVec, hz, mulVec_zero] at hq
    exact smul_ne_zero (mul_ne_zero hp0 (sub_ne_zero.mpr hp1.symm)) hv0 hq.symm
  · obtain ⟨x, rfl, -, -⟩ := occupation_mem h1 h3 hv0 hv
    have hx : star (x : ℂ) = x := Complex.conj_ofReal x
    rw [mulVec_mulVec, h4, ← mulVec_mulVec, conj_mulVec, hv, star_smul, hx, mulVec_smul]
  · -- an antisymmetric form vanishes on the diagonal
    have h : star v ⬝ᵥ (κ *ᵥ star v) = -(star v ⬝ᵥ (κ *ᵥ star v)) := by
      conv_lhs => rw [dotProduct_mulVec, ← mulVec_transpose, h2, neg_mulVec,
        neg_dotProduct, dotProduct_comm]
    linear_combination h / 2

/-- Two orbitals with occupation `v²` and pairing amplitude `uv`, where `u² + v² = 1`, give a
Hermitian idempotent generalized density matrix. -/
theorem genDensity_witness (u v : ℝ) (h : u ^ 2 + v ^ 2 = 1) :
    let R := genDensity !![(v : ℂ) ^ 2, 0; 0, (v : ℂ) ^ 2]
      !![0, (u : ℂ) * v; -((u : ℂ) * v), 0]
    R.IsHermitian ∧ R * R = R := by
  have hc : (u : ℂ) ^ 2 + (v : ℂ) ^ 2 = 1 := by exact_mod_cast h
  refine (projector_iff _ _).mpr ⟨?_, ?_, ?_, ?_⟩
  · unfold Matrix.IsHermitian
    ext i j
    fin_cases i <;> fin_cases j <;> simp
  · ext i j
    fin_cases i <;> fin_cases j <;> simp
  · ext i j
    fin_cases i <;> fin_cases j <;> simp [Matrix.mul_apply, Fin.sum_univ_succ] <;>
      linear_combination (-(v : ℂ) ^ 2) * hc
  · ext i j
    fin_cases i <;> fin_cases j <;> simp [Matrix.mul_apply, Fin.sum_univ_succ] <;> ring

end GeneralizedDensityMatrix
```

```lean
#print axioms GeneralizedDensityMatrix.particle_hole_symmetry
#print axioms GeneralizedDensityMatrix.generalized_density_relations
#print axioms GeneralizedDensityMatrix.paired_partner
```

```
'GeneralizedDensityMatrix.particle_hole_symmetry' depends on axioms: [propext, Classical.choice, Quot.sound]
'GeneralizedDensityMatrix.generalized_density_relations' depends on axioms: [propext, Classical.choice, Quot.sound]
'GeneralizedDensityMatrix.paired_partner' depends on axioms: [propext, Classical.choice, Quot.sound]
```

## How the Lean statements read as physics

The type `n` labels a finite set of orthonormal spin orbitals, called orbitals for short; a spatial orbital with two spin states counts as two of them. The index type `n ⊕ n` holds two copies of it, particles first and holes second, and `genDensity ρ κ` is the block matrix $R$. In the usual convention $\rho_{ij}=\langle c_j^\dagger c_i\rangle$ and $\kappa_{ij}=\langle c_jc_i\rangle$, but the file starts from complex matrices and does not construct them from a many-body state.

Three operations need to be kept apart: `κ.map star` is the entrywise conjugate $\kappa^*$, `κᵀ` the transpose and `κᴴ` the adjoint. The product `*ᵥ` applies a matrix to a vector, and `star v ⬝ᵥ w` is the inner product $v^\dagger w$.

The main theorem, `generalized_density_relations`, has two hypotheses. `hH` says that $R$ is Hermitian, and `hI` says that $R^2=R$. Idempotence is the physical restriction to a quasiparticle vacuum; a thermal HFB state at nonzero temperature generally violates it. The conclusion lists the antisymmetry of $\kappa$, the two quadratic relations and the bound on occupations. An eigenvalue enters as a complex number `p` with a nonzero eigenvector `v`, and the theorem produces a real `x` with `p = x`, `0 ≤ x` and `x ≤ 1`. Reality is thus proved along with the bounds.

The equivalence is `projector_iff`, whose right-hand side also includes Hermiticity of $\rho$. For a finite-basis mean-field HFB calculation, this means that the projector condition can be tested on $\rho$ and $\kappa$ without forming $R$. In a non-orthogonal atomic-orbital basis, the overlap matrix would have to be brought in first.

`particle_hole_symmetry` states $\tau R^*\tau+R=1$, where $\tau$ exchanges the two copies of the orbitals. It needs neither hypothesis, since the block form alone guarantees it. `paired_partner` gives the degenerate partner described above, without normalising it. `genDensity_witness` covers the two-orbital example for all real $u,v$ with $u^2+v^2=1$.

## How the proof follows the blocks

`hermitian_iff` carries out the first comparison. `fromBlocks_inj` turns one equation between block matrices into four equations between blocks; the upper two give the conditions, and the converse rebuilds all four. `adjoint_of_antisymm` records $\kappa^\dagger=-\kappa^*$, the sign on which the relation for $\rho-\rho^2$ depends.

In `projector_iff`, the Hermiticity conditions are settled first and then kept as assumptions while $R^2=R$ is split into blocks. In the forward direction, `e1` and `e2` are the upper blocks, and they are rearranged into the two relations. In the reverse direction, `c4` and `c3` are the conjugated relations needed for the lower blocks. They rely on `conj_mul`, which says $(AB)^*=A^*B^*$ with the order of the factors unchanged.

`occupation_mem` follows the eigenvalue argument and uses only Hermiticity of $\rho$ and $\rho-\rho^2=\kappa\kappa^\dagger$:

- `hpos` shows that $\|v\|^2$ is positive, with `star_dot_self` writing the squared norm $v^\dagger v$ as a sum of squared moduli.
- `hs` is the equation $(\rho v)^\dagger v=v^\dagger\rho v$. Cancelling the squared norm gives `hp`, that is $p^*=p$.
- `hw` is the formula for $\|\kappa^\dagger v\|^2$, obtained from `pairing_mulVec`, which says $\kappa\kappa^\dagger v=p(1-p)v$.
- `hx` concludes $x(1-x)\ge0$, and `nlinarith` extracts the two bounds.

The main theorem then combines `projector_iff` with `occupation_mem`.

For `paired_partner`, the nonvanishing part argues by contradiction: if $\kappa v^*=0$, then $\kappa^\dagger v=0$, so $p(1-p)v=0$, which the assumptions on $p$ and $v$ exclude. The eigenvalue equation uses `conj_mulVec` to replace $\rho^*v^*$ by $(\rho v)^*$. Orthogonality follows because antisymmetry makes $v^\dagger\kappa v^*$ equal to its own negative.

The two-orbital theorem also goes through `projector_iff`, so only $2\times2$ matrices have to be checked entry by entry. The condition $u^2+v^2=1$ enters in $v^2-v^4=u^2v^2$.
